# Group velocity limit and density of states of an isotropic Kane band

A Kane band with band-edge mass m > 0 and nonparabolicity α > 0 relates the energy E ≥ 0, measured from the band edge, to the wave number k by

E(1 + αE) = k²/(2m), with ħ = 1.

Its group velocity dE/dk tends to 1/√(2mα) as k grows. In three dimensions, filling all states up to an energy E > 0 with both spins gives the electron density n = k³/(3π²). Its energy derivative is the density of states,

dn/dE = (2m)^(3/2) √(E(1 + αE)) (1 + 2αE)/(2π²).

In relaxation-time transport at zero temperature, the values of dE/dk and dn/dE at the Fermi energy, together with the scattering time there, determine the conductivity of this single, isotropic band of non-interacting electrons.

```lean
import Mathlib

open Filter Topology
open scoped Real

namespace KaneBandTransport

noncomputable section
```

These lines load the Mathlib library and enable short notation for limits and for π.

```lean
/-- Energy of the Kane band at wave number `k`, with band-edge mass `m` and
nonparabolicity `α` (units with ħ = 1). -/
def kaneEnergy (m α k : ℝ) : ℝ := (√(1 + 2 * α * k ^ 2 / m) - 1) / (2 * α)
```

This is the non-negative root of the quadratic dispersion relation:

E(k) = (√(1 + 2αk²/m) − 1)/(2α).

All arguments are real numbers; the sign conditions appear in the theorems. Writing the root as (k²/m)/(1 + √(1 + 2αk²/m)) would also cover the parabolic band α = 0, where the present formula divides by zero. The dispersion and velocity formulas could then be stated for α ≥ 0, while the velocity limit would still need α > 0.

```lean
/-- Wave number of the Kane band at energy `E`. -/
def kaneMomentum (m α E : ℝ) : ℝ := √(2 * m * (E * (1 + α * E)))
```

This is the inverse relation, k(E) = √(2mE(1 + αE)).

```lean
/-- Electron density, both spins included, of a Fermi sphere filled up to energy `E`. -/
def carrierDensity (m α E : ℝ) : ℝ := kaneMomentum m α E ^ 3 / (3 * π ^ 2)
```

This is n(E) = k(E)³/(3π²), the density of a filled Fermi sphere in three dimensions with two spin states. The formula is taken as a definition, not derived by counting states.

```lean
/-- The Kane density of states per unit volume and energy, in closed form. -/
def kaneDOS (m α E : ℝ) : ℝ :=
  (2 * m) ^ (3 / 2 : ℝ) * √(E * (1 + α * E)) * (1 + 2 * α * E) / (2 * π ^ 2)
```

The closed expression, called g(E) below, is also a definition. That it is the derivative of n is proved further on.

```lean
/-- A non-negative energy satisfies the Kane dispersion relation at wave number `k`
exactly when it equals `kaneEnergy m α k`. -/
theorem dispersion_iff {m α E : ℝ} (hm : 0 < m) (hα : 0 < α) (hE : 0 ≤ E) (k : ℝ) :
    E * (1 + α * E) = k ^ 2 / (2 * m) ↔ E = kaneEnergy m α k := by
  have hq : 0 ≤ 1 + 2 * α * k ^ 2 / m := by positivity
  have hk : 2 * α * k ^ 2 / m = 4 * α * (k ^ 2 / (2 * m)) := by
    field_simp
    ring
  unfold kaneEnergy
  rw [eq_div_iff (by positivity : 2 * α ≠ 0)]
  constructor
  · intro h
    -- completing the square
    have hs : 1 + 2 * α * k ^ 2 / m = (1 + 2 * α * E) ^ 2 := by
      rw [hk, ← h]; ring
    rw [hs, Real.sqrt_sq (by positivity)]
    ring
  · intro h
    have hs := Real.sq_sqrt hq
    have h1 : √(1 + 2 * α * k ^ 2 / m) = 1 + 2 * α * E := by linarith
    rw [h1, hk] at hs
    have h4 : 4 * α ≠ 0 := by positivity
    apply mul_left_cancel₀ h4
    linear_combination hs
```

The hypotheses `hm`, `hα` and `hE` state the signs of m, α and E, and `↔` means "exactly when". By hand, multiply the dispersion relation by 4α and add 1:

(1 + 2αE)² = 1 + 2αk²/m.

Since 1 + 2αE is positive, taking the root gives E = E(k). Lean proves the two directions separately: `Real.sqrt_sq` takes the positive root, and for the converse `Real.sq_sqrt` squares it again before 4α is cancelled.

```lean
/-- The wave number at energy `E` is carried back to `E` by the Kane dispersion. -/
theorem kaneEnergy_kaneMomentum {m α E : ℝ} (hm : 0 < m) (hα : 0 < α) (hE : 0 ≤ E) :
    kaneEnergy m α (kaneMomentum m α E) = E := by
  refine ((dispersion_iff hm hα hE _).1 ?_).symm
  unfold kaneMomentum
  rw [Real.sq_sqrt (by positivity), mul_div_cancel_left₀ _ (by positivity : 2 * m ≠ 0)]
```

Squaring k(E) and dividing by 2m gives E(1 + αE), so the previous theorem returns the energy E.

```lean
/-- The group velocity of the Kane band, written in terms of the wave number alone. -/
theorem hasDerivAt_kaneEnergy {m α : ℝ} (hm : 0 < m) (hα : 0 < α) (k : ℝ) :
    HasDerivAt (kaneEnergy m α) (k / (m * √(1 + 2 * α * k ^ 2 / m))) k := by
  have hq : 0 < 1 + 2 * α * k ^ 2 / m := by positivity
  have h0 : HasDerivAt (fun x : ℝ => x ^ 2) (2 * k) k := by
    simpa using hasDerivAt_pow 2 k
  have h1 : HasDerivAt (fun x : ℝ => 1 + 2 * α * x ^ 2 / m) (2 * α * (2 * k) / m) k :=
    ((h0.const_mul (2 * α)).div_const m).const_add 1
  have h2 : HasDerivAt (kaneEnergy m α)
      (2 * α * (2 * k) / m / (2 * √(1 + 2 * α * k ^ 2 / m)) / (2 * α)) k :=
    ((h1.sqrt hq.ne').sub_const 1).div_const (2 * α)
  refine h2.congr_deriv ?_
  have hs := Real.sqrt_pos.2 hq
  generalize √(1 + 2 * α * k ^ 2 / m) = s at hs ⊢
  field_simp
```

`HasDerivAt f d k` says that f is differentiable at k with derivative d. With s = √(1 + 2αk²/m), the chain rule gives

dE/dk = (1/(2α)) · (1/(2s)) · (4αk/m) = k/(ms).

On the band s = 1 + 2αE, so this is the familiar k/(m(1 + 2αE)). The steps `h0`, `h1` and `h2` differentiate the square, the radicand and the root in turn.

```lean
/-- The group velocity of the Kane band tends to `1 / √(2 m α)` as the wave number grows. -/
theorem velocity_saturation {m α : ℝ} (hm : 0 < m) (hα : 0 < α) :
    Tendsto (deriv (kaneEnergy m α)) atTop (𝓝 (1 / √(2 * m * α))) := by
  have hi : Tendsto (fun k : ℝ => k⁻¹) atTop (𝓝 0) := tendsto_inv_atTop_zero
  have hc : ContinuousAt (fun x : ℝ => 1 / √(m ^ 2 * x ^ 2 + 2 * m * α)) 0 := by
    have hne : √(m ^ 2 * (0 : ℝ) ^ 2 + 2 * m * α) ≠ 0 :=
      (Real.sqrt_pos.2 (by positivity)).ne'
    exact ContinuousAt.div continuousAt_const (by fun_prop) hne
  have hl := hc.tendsto.comp hi
  have h0 : m ^ 2 * (0 : ℝ) ^ 2 + 2 * m * α = 2 * m * α := by ring
  rw [h0] at hl
  refine hl.congr' ?_
  filter_upwards [eventually_gt_atTop (0 : ℝ)] with k hk
  rw [(hasDerivAt_kaneEnergy hm hα k).deriv]
  -- pull the factor m / k out of the square root
  have hf : m ^ 2 * k⁻¹ ^ 2 + 2 * m * α = (m / k) ^ 2 * (1 + 2 * α * k ^ 2 / m) := by
    field_simp
  have hs : √(m ^ 2 * k⁻¹ ^ 2 + 2 * m * α) = m / k * √(1 + 2 * α * k ^ 2 / m) := by
    rw [hf, Real.sqrt_mul (sq_nonneg _), Real.sqrt_sq (by positivity)]
  change 1 / √(m ^ 2 * k⁻¹ ^ 2 + 2 * m * α) = _
  rw [hs, div_mul_eq_mul_div, one_div_div]
```

`Tendsto … atTop (𝓝 …)` expresses the limit as k → ∞, and `deriv` is the actual derivative. For k > 0, dividing numerator and denominator by k gives

dE/dk = 1/√(m²/k² + 2mα).

The right-hand side is continuous in x = 1/k at x = 0, which gives the limit. The same expression shows by hand that the velocity stays strictly below 1/√(2mα) at every finite k > 0, because m²/k² is positive.

```lean
/-- The density of states is `m (1 + 2 α E) k(E) / π²`. -/
theorem kaneDOS_eq {m : ℝ} (hm : 0 < m) (α E : ℝ) :
    kaneDOS m α E = m * (1 + 2 * α * E) * kaneMomentum m α E / π ^ 2 := by
  have h2m : 0 < 2 * m := by positivity
  unfold kaneDOS kaneMomentum
  rw [show (3 / 2 : ℝ) = 1 + 1 / 2 by norm_num, Real.rpow_add h2m, Real.rpow_one,
    ← Real.sqrt_eq_rpow, Real.sqrt_mul h2m.le]
  ring
```

Splitting (2m)^(3/2) into 2m·√(2m) and absorbing √(2m) into the other root gives

g(E) = m(1 + 2αE) k(E)/π².

```lean
/-- The energy derivative of the electron density `k³ / (3 π²)` is the Kane density of
states, at every energy above the band edge. -/
theorem hasDerivAt_carrierDensity {m α E : ℝ} (hm : 0 < m) (hα : 0 ≤ α) (hE : 0 < E) :
    HasDerivAt (carrierDensity m α) (kaneDOS m α E) E := by
  have hq : 0 < 2 * m * (E * (1 + α * E)) := by positivity
  have h1 : HasDerivAt (fun x : ℝ => 2 * m * (x * (1 + α * x)))
      (2 * m * (1 + 2 * α * E)) E :=
    (((hasDerivAt_id' E).fun_mul
      (((hasDerivAt_id' E).const_mul α).const_add 1)).const_mul (2 * m)).congr_deriv (by ring)
  have h2 : HasDerivAt (kaneMomentum m α)
      (2 * m * (1 + 2 * α * E) / (2 * kaneMomentum m α E)) E := h1.sqrt hq.ne'
  have hp : HasDerivAt (fun x : ℝ => x ^ 3) (3 * kaneMomentum m α E ^ 2)
      (kaneMomentum m α E) := by
    simpa using hasDerivAt_pow 3 (kaneMomentum m α E)
  -- chain rule for the volume of the Fermi sphere
  have h3 : HasDerivAt (carrierDensity m α)
      (3 * kaneMomentum m α E ^ 2 * (2 * m * (1 + 2 * α * E) / (2 * kaneMomentum m α E))
        / (3 * π ^ 2)) E := (hp.comp E h2).div_const (3 * π ^ 2)
  refine h3.congr_deriv ?_
  rw [kaneDOS_eq hm]
  have hK : 0 < kaneMomentum m α E := Real.sqrt_pos.2 hq
  generalize kaneMomentum m α E = K at hK ⊢
  field_simp
```

Differentiating k² = 2mE(1 + αE) gives dk/dE = m(1 + 2αE)/k, hence

dn/dE = (3k²/(3π²)) · m(1 + 2αE)/k = m(1 + 2αE)k/π² = g(E).

In Lean, `h2` is dk/dE, `h3` is the chain rule for the cube, and `kaneDOS_eq` identifies the result. The condition E > 0 keeps the radicand positive, so that k(E) is differentiable. The case α = 0 is included here.

```lean
/-- The density of states times one third of the squared group velocity equals the electron
density divided by the energy-dependent mass `m (1 + 2 α E)`. -/
theorem transport_kernel_drude {m α E : ℝ} (hm : 0 < m) (hα : 0 < α) (hE : 0 ≤ E) :
    kaneDOS m α E * deriv (kaneEnergy m α) (kaneMomentum m α E) ^ 2 / 3
      = carrierDensity m α E / (m * (1 + 2 * α * E)) := by
  have h := kaneEnergy_kaneMomentum hm hα hE
  unfold kaneEnergy at h
  rw [div_eq_iff (by positivity : 2 * α ≠ 0)] at h
  have hs : √(1 + 2 * α * kaneMomentum m α E ^ 2 / m) = 1 + 2 * α * E := by linarith
  rw [(hasDerivAt_kaneEnergy hm hα _).deriv, hs, kaneDOS_eq hm]
  unfold carrierDensity
  have hw : 0 < 1 + 2 * α * E := by positivity
  generalize 1 + 2 * α * E = w at hw ⊢
  field_simp
```

Let v be the group velocity at k(E) and w = 1 + 2αE. Then v = k/(mw), and

g v²/3 = (mwk/π²) · k²/(3m²w²) = n/(mw).

This is the Drude form with the energy-dependent mass m(1 + 2αE). Multiplied by e²τ at the Fermi energy, with e the electron charge and τ the relaxation time, it is the zero-temperature conductivity of this model; neither e nor τ enters the theorem.

```lean
/-- At high energy the Kane density of states grows as `E²`, with prefactor
`(2 m α)^(3/2) / π²`. -/
theorem kaneDOS_high_energy {m α : ℝ} (hm : 0 < m) (hα : 0 < α) :
    Tendsto (fun E => kaneDOS m α E / E ^ 2) atTop
      (𝓝 ((2 * m * α) ^ (3 / 2 : ℝ) / π ^ 2)) := by
  have hi : Tendsto (fun E : ℝ => E⁻¹) atTop (𝓝 0) := tendsto_inv_atTop_zero
  have hc : Continuous (fun x : ℝ => m * (x + 2 * α) * √(2 * m * (x + α)) / π ^ 2) := by
    fun_prop
  have hl := (hc.tendsto 0).comp hi
  have hv : m * (0 + 2 * α) * √(2 * m * (0 + α)) / π ^ 2
      = (2 * m * α) ^ (3 / 2 : ℝ) / π ^ 2 := by
    rw [show (3 / 2 : ℝ) = 1 + 1 / 2 by norm_num,
      Real.rpow_add (by positivity : 0 < 2 * m * α), Real.rpow_one,
      ← Real.sqrt_eq_rpow, zero_add, zero_add]
    ring
  rw [hv] at hl
  refine hl.congr' ?_
  filter_upwards [eventually_gt_atTop (0 : ℝ)] with E hE
  -- one power of E comes from the wave number, the other from the mass
  have hf : 2 * m * (E * (1 + α * E)) = E ^ 2 * (2 * m * (E⁻¹ + α)) := by
    field_simp
  have hs : kaneMomentum m α E = E * √(2 * m * (E⁻¹ + α)) := by
    unfold kaneMomentum
    rw [hf, Real.sqrt_mul (sq_nonneg _), Real.sqrt_sq hE.le]
  change m * (E⁻¹ + 2 * α) * √(2 * m * (E⁻¹ + α)) / π ^ 2 = _
  rw [kaneDOS_eq hm, hs]
  generalize √(2 * m * (E⁻¹ + α)) = r
  field_simp

end

end KaneBandTransport
```

For E > 0, k(E) = E√(2m(1/E + α)), so

g(E)/E² = m(1/E + 2α) √(2m(1/E + α))/π².

Letting 1/E → 0 gives (2mα)^(3/2)/π². A parabolic band has g proportional to √E instead. Both this limit and the velocity limit belong to the model dispersion, which describes a real band only near its edge.

```lean
#print axioms KaneBandTransport.velocity_saturation
-- 'KaneBandTransport.velocity_saturation' depends on axioms: [propext, Classical.choice, Quot.sound]
#print axioms KaneBandTransport.hasDerivAt_carrierDensity
-- 'KaneBandTransport.hasDerivAt_carrierDensity' depends on axioms: [propext, Classical.choice, Quot.sound]
#print axioms KaneBandTransport.transport_kernel_drude
-- 'KaneBandTransport.transport_kernel_drude' depends on axioms: [propext, Classical.choice, Quot.sound]
#print axioms KaneBandTransport.kaneDOS_high_energy
-- 'KaneBandTransport.kaneDOS_high_energy' depends on axioms: [propext, Classical.choice, Quot.sound]
```
